# Ground state in a suddenly doubled infinite well: finite mean energy, divergent variance

A particle is in the ground state of an infinite well on $[0,1]$ when the right wall jumps to $x=2$; lengths are measured in units of the initial width. In the sudden approximation the wavefunction does not change during the jump. Its overlaps with the new levels are

$$c_n=\int_0^1\sqrt2\,\sin(\pi x)\,\sin\!\left(\frac{n\pi x}{2}\right)dx .$$

Then $\sum c_n^2=1$ and $\sum n^2c_n^2=4$, while $\sum n^4c_n^2$ diverges. The mean energy equals the old ground-state energy, and the energy variance is infinite. For this one-particle model with perfectly hard walls, an energy variance computed from finitely many levels therefore grows without bound as levels are added, although the mean converges.

```lean
import Mathlib

open Real Filter Topology

namespace SuddenBoxExpansion

noncomputable section
```

## Wells, levels and overlaps

The stationary states of a well $[0,w]$ are $\sqrt{2/w}\,\sin(n\pi x/w)$ with $n=1,2,3,\dots$ The formula describes the state only inside the well; outside, the wavefunction is zero.

```lean
/-- For `w > 0` and `n ≥ 1`, the `n`-th normalised stationary state of a box `[0, w]`, at position
`x` in the box. For `n = 0` the formula gives zero, which is not a state. -/
def boxState (w : ℝ) (n : ℕ) (x : ℝ) : ℝ := √(2 / w) * sin (n * π * x / w)
```

For mass $m$, the level energies are $E_n(w)=(n\pi\hbar)^2/(2mw^2)$.

```lean
/-- For `n ≥ 1` and positive `m` and `w`, the energy of the `n`-th level of a particle of mass `m`
in a box of width `w`. The value at `n = 0` does not belong to a level. -/
def boxEnergy (hbar m w : ℝ) (n : ℕ) : ℝ := (n * π * hbar) ^ 2 / (2 * m * w ^ 2)
```

Since the initial state vanishes beyond $x=1$, the overlap integral stops there. `overlap n` is $c_n$, and its square is the population of level $n$. The index runs over all natural numbers, including $n=0$, where the sine vanishes and nothing is contributed.

```lean
/-- For `n ≥ 1`, the overlap of the ground state of the box `[0, 1]` with the `n`-th state of the
box `[0, 2]`. For `n = 0` the integral is zero. -/
def overlap (n : ℕ) : ℝ := ∫ x in (0 : ℝ)..1, boxState 1 1 x * boxState 2 n x
```

Inserting the two normalisation factors, $\sqrt2$ and $1$, gives the integral stated at the start.

```lean
lemma overlap_eq_integral (n : ℕ) :
    overlap n = √2 * ∫ x in (0 : ℝ)..1, sin (π * x) * sin (n * π / 2 * x) := by
  unfold overlap
  rw [← intervalIntegral.integral_const_mul]
  refine intervalIntegral.integral_congr (fun x _ => ?_)
  simp only [boxState]
  have e1 : ((1 : ℕ) : ℝ) * π * x / 1 = π * x := by rw [Nat.cast_one]; ring
  have e2 : (n : ℝ) * π * x / 2 = n * π / 2 * x := by ring
  have e3 : √(2 / 2 : ℝ) = 1 := by norm_num
  rw [e1, e2, e3, div_one]
  ring
```

## Evaluating the overlaps

For $b^2\ne\pi^2$, an antiderivative of $\sin(\pi x)\sin(bx)$ is

$$\frac{\pi\cos(\pi x)\sin(bx)-b\sin(\pi x)\cos(bx)}{b^2-\pi^2}.$$

On differentiation the two $\cos\cos$ terms cancel and the $\sin\sin$ terms combine with coefficient $b^2-\pi^2$. The antiderivative vanishes at $0$, so its value at $1$ is the integral, $\pi\sin b/(\pi^2-b^2)$. The proof checks the derivative and applies the fundamental theorem of calculus.

```lean
lemma integral_sin_mul_sin (b : ℝ) (hb : b ^ 2 - π ^ 2 ≠ 0) :
    ∫ x in (0 : ℝ)..1, sin (π * x) * sin (b * x) = π * sin b / (π ^ 2 - b ^ 2) := by
  have hb' : π ^ 2 - b ^ 2 ≠ 0 := fun h => hb (by linarith)
  have hd : ∀ x : ℝ, HasDerivAt (fun x => (π * (cos (π * x) * sin (b * x))
      - b * (sin (π * x) * cos (b * x))) / (b ^ 2 - π ^ 2)) (sin (π * x) * sin (b * x)) x := by
    intro x
    have h1 : HasDerivAt (fun y : ℝ => π * y) π x :=
      ((hasDerivAt_id' x).const_mul π).congr_deriv (mul_one π)
    have h2 : HasDerivAt (fun y : ℝ => b * y) b x :=
      ((hasDerivAt_id' x).const_mul b).congr_deriv (mul_one b)
    refine ((((h1.cos.fun_mul h2.sin).const_mul π).fun_sub
      ((h1.sin.fun_mul h2.cos).const_mul b)).div_const (b ^ 2 - π ^ 2)).congr_deriv ?_
    rw [div_eq_iff hb]
    ring
  rw [intervalIntegral.integral_eq_sub_of_hasDerivAt (fun x _ => hd x)
    (Continuous.intervalIntegrable (by fun_prop) _ _)]
  simp only [mul_one, mul_zero, cos_pi, sin_pi, sin_zero, zero_mul, sub_zero, zero_div]
  rw [div_eq_div_iff hb hb']
  ring
```

With $b=n\pi/2$ we have $\pi^2-b^2=\pi^2(4-n^2)/4$, hence for $n\neq2$

$$c_n=\frac{4\sqrt2\,\sin(n\pi/2)}{\pi(4-n^2)} .$$

```lean
/-- Closed form of the overlap with every level of the doubled box except `n = 2`. -/
theorem overlap_eq (n : ℕ) (hn : n ≠ 2) :
    overlap n = 4 * √2 * sin (n * π / 2) / (π * (4 - (n : ℝ) ^ 2)) := by
  have h4 : 4 - (n : ℝ) ^ 2 ≠ 0 := by
    intro h
    have h3 : ((n : ℝ) - 2) * ((n : ℝ) + 2) = 0 := by linear_combination -h
    rcases mul_eq_zero.1 h3 with h | h
    · exact hn (by exact_mod_cast sub_eq_zero.1 h)
    · have : (0 : ℝ) ≤ n := Nat.cast_nonneg n
      linarith
  have e : π ^ 2 - (n * π / 2) ^ 2 = π ^ 2 * (4 - (n : ℝ) ^ 2) / 4 := by ring
  have h1 : π ^ 2 * (4 - (n : ℝ) ^ 2) / 4 ≠ 0 :=
    div_ne_zero (mul_ne_zero (pow_ne_zero 2 pi_ne_zero) h4) four_ne_zero
  rw [overlap_eq_integral, integral_sin_mul_sin _ (fun h => h1 (by linarith)), e]
  generalize sin (n * π / 2) = s
  rw [mul_div_assoc', div_eq_div_iff h1 (mul_ne_zero pi_ne_zero h4)]
  ring
```

At $n=2$ the new mode has the same wavelength as the old state. The integral becomes $\int_0^1\sin^2(\pi x)\,dx=\tfrac12$, so $c_2=\sqrt2/2$ and $c_2^2=\tfrac12$.

```lean
/-- The second level of the doubled box is populated with probability one half. -/
theorem overlap_two_sq : overlap 2 ^ 2 = 1 / 2 := by
  have hd : ∀ x : ℝ, HasDerivAt (fun x => x / 2 - sin (π * x) * cos (π * x) / (2 * π))
      (sin (π * x) * sin (π * x)) x := by
    intro x
    have h1 : HasDerivAt (fun y : ℝ => π * y) π x :=
      ((hasDerivAt_id' x).const_mul π).congr_deriv (mul_one π)
    refine (((hasDerivAt_id' x).div_const 2).fun_sub
      ((h1.sin.fun_mul h1.cos).div_const (2 * π))).congr_deriv ?_
    have hx : π * π⁻¹ = 1 := mul_inv_cancel₀ pi_ne_zero
    linear_combination (-1 / 2) * sin_sq_add_cos_sq (π * x)
      - (cos (π * x) ^ 2 - sin (π * x) ^ 2) / 2 * hx
  have hi : ∫ x in (0 : ℝ)..1, sin (π * x) * sin (π * x) = 1 / 2 := by
    rw [intervalIntegral.integral_eq_sub_of_hasDerivAt (fun x _ => hd x)
      (Continuous.intervalIntegrable (by fun_prop) _ _)]
    simp
  have e : ((2 : ℕ) : ℝ) * π / 2 = π := by push_cast; ring
  rw [overlap_eq_integral, e, hi, mul_pow, Real.sq_sqrt (by norm_num)]
  norm_num
```

For every other even $n=2k$, $\sin(k\pi)=0$ and the overlap vanishes.

```lean
lemma overlap_even (k : ℕ) (hk : k ≠ 1) : overlap (2 * k) = 0 := by
  have e : ((2 * k : ℕ) : ℝ) * π / 2 = k * π := by push_cast; ring
  rw [overlap_eq _ (by omega), e, Real.sin_nat_mul_pi, mul_zero, zero_div]
```

For odd $n=2k+1$, with $k\ge0$, $\sin^2(n\pi/2)=1$ and $4-n^2=-(2k-1)(2k+3)$. Therefore

$$c_{2k+1}^2=\frac{32}{\pi^2(2k-1)^2(2k+3)^2}.$$

```lean
/-- The population of the odd level `n = 2k + 1` of the doubled box. -/
theorem overlap_odd_sq (k : ℕ) :
    overlap (2 * k + 1) ^ 2 = 32 / (π * ((2 * (k : ℝ) - 1) * (2 * k + 3))) ^ 2 := by
  have hs : sin (((2 * k + 1 : ℕ) : ℝ) * π / 2) ^ 2 = 1 := by
    have e : ((2 * k + 1 : ℕ) : ℝ) * π / 2 = k * π + π / 2 := by push_cast; ring
    rw [e, Real.sin_add_pi_div_two, Real.cos_nat_mul_pi, ← pow_mul, mul_comm, pow_mul]
    norm_num
  have ed : (π * (4 - ((2 * k + 1 : ℕ) : ℝ) ^ 2)) ^ 2
      = (π * ((2 * (k : ℝ) - 1) * (2 * k + 3))) ^ 2 := by push_cast; ring
  rw [overlap_eq _ (by omega), div_pow, ed, mul_pow (4 * √2), mul_pow 4, hs,
    Real.sq_sqrt (by norm_num)]
  norm_num
```

The denominator is never zero, because $2k=1$ has no integer solution. A second small lemma transfers a known sum to a series with equal terms.

```lean
lemma odd_ne (k : ℕ) : 2 * (k : ℝ) - 1 ≠ 0 := by
  intro h
  have h1 : 2 * (k : ℝ) = 1 := by linarith
  have h2 : 2 * k = 1 := by exact_mod_cast h1
  omega

lemma hasSum_of_eq {f g : ℕ → ℝ} {a b : ℝ} (h : HasSum f a) (hf : ∀ n, g n = f n)
    (hb : b = a) : HasSum g b := by
  rw [hb, show g = f from funext hf]
  exact h
```

## Three series over odd numbers

From $\sum_{n\ge1}1/n^2=\pi^2/6$, remove the even terms, which sum to a quarter of the total, $\pi^2/24$. What remains is

$$\sum_{k\ge0}\frac1{(2k+1)^2}=\frac{\pi^2}{8}.$$

```lean
lemma hasSum_odd : HasSum (fun k : ℕ => 1 / (2 * (k : ℝ) + 1) ^ 2) (π ^ 2 / 8) := by
  have hz := hasSum_zeta_two
  have he : HasSum (fun k : ℕ => 1 / ((2 * k : ℕ) : ℝ) ^ 2) (π ^ 2 / 24) := by
    refine hasSum_of_eq (hz.mul_left (1 / 4)) ?_ ?_
    · intro k
      push_cast
      ring
    · ring
  have ho : Summable (fun k : ℕ => 1 / ((2 * k + 1 : ℕ) : ℝ) ^ 2) :=
    hz.summable.comp_injective (i := fun k : ℕ => 2 * k + 1)
      (fun a b h => by dsimp only at h; omega)
  have ht := (HasSum.even_add_odd (f := fun n : ℕ => 1 / (n : ℝ) ^ 2) he ho.hasSum).unique hz
  have h := ho.hasSum
  rw [show (∑' k : ℕ, 1 / ((2 * k + 1 : ℕ) : ℝ) ^ 2) = π ^ 2 / 8 by linarith] at h
  push_cast at h
  exact h
```

Replacing $2k+1$ by $2k-1$ puts an extra term $1/(-1)^2=1$ in front, so the sum is $\pi^2/8+1$.

```lean
lemma hasSum_left : HasSum (fun k : ℕ => 1 / (2 * (k : ℝ) - 1) ^ 2) (π ^ 2 / 8 + 1) := by
  have h0 : HasSum (fun k : ℕ => 1 / (2 * ((k + 1 : ℕ) : ℝ) - 1) ^ 2) (π ^ 2 / 8) := by
    convert hasSum_odd using 1
    funext k
    push_cast
    ring
  refine hasSum_of_eq ((hasSum_nat_add_iff
    (f := fun k : ℕ => 1 / (2 * (k : ℝ) - 1) ^ 2) 1).1 h0) (fun _ => rfl) ?_
  norm_num [Finset.sum_range_one]
```

Replacing it by $2k+3$ removes the first term, so the sum is $\pi^2/8-1$.

```lean
lemma hasSum_right : HasSum (fun k : ℕ => 1 / (2 * (k : ℝ) + 3) ^ 2) (π ^ 2 / 8 - 1) := by
  refine hasSum_of_eq ((hasSum_nat_add_iff'
    (f := fun k : ℕ => 1 / (2 * (k : ℝ) + 1) ^ 2) 1).2 hasSum_odd) ?_ ?_
  · intro k
    push_cast
    ring
  · norm_num [Finset.sum_range_one]
```

The cross series $\sum_k 1/[(2k-1)(2k+3)]$ starts with $-\tfrac13$. The remaining terms, reindexed from $i=0$, telescope:

$$\sum_{i=0}^{N-1}\frac1{(2i+1)(2i+5)}=\frac13-\frac14\left(\frac1{2N+1}+\frac1{2N+3}\right)\longrightarrow\frac13 .$$

The total is zero. Lean proves the partial-sum formula by induction on $N$ and then takes the limit.

```lean
lemma hasSum_cross : HasSum (fun k : ℕ => 1 / ((2 * (k : ℝ) - 1) * (2 * k + 3))) 0 := by
  -- the series telescopes after its only negative term is split off
  have hp : ∀ N : ℕ, ∑ i ∈ Finset.range N, 1 / ((2 * (i : ℝ) + 1) * (2 * i + 5))
      = 1 / 3 - 1 / 4 * ((2 * (N : ℝ) + 1)⁻¹ + (2 * (N : ℝ) + 3)⁻¹) := by
    intro N
    induction N with
    | zero => norm_num
    | succ N ih =>
      rw [Finset.sum_range_succ, ih]
      push_cast
      field_simp
      ring
  have hl : ∀ c : ℝ, 0 ≤ c → Tendsto (fun N : ℕ => (2 * (N : ℝ) + c)⁻¹) atTop (𝓝 0) := by
    intro c hc
    refine tendsto_inv_atTop_zero.comp (tendsto_atTop_mono (fun N => ?_)
      (tendsto_natCast_atTop_atTop (R := ℝ)))
    have : (0 : ℝ) ≤ N := Nat.cast_nonneg N
    linarith
  have hg : HasSum (fun i : ℕ => 1 / ((2 * (i : ℝ) + 1) * (2 * i + 5))) (1 / 3) := by
    rw [hasSum_iff_tendsto_nat_of_nonneg (fun i => by positivity)]
    simp only [hp]
    have h := (((hl 1 (by norm_num)).add (hl 3 (by norm_num))).const_mul (1 / 4)).const_sub (1 / 3)
    rw [show (1 / 3 : ℝ) - 1 / 4 * (0 + 0) = 1 / 3 by norm_num] at h
    exact h
  have h0 : HasSum (fun k : ℕ => 1 / ((2 * ((k + 1 : ℕ) : ℝ) - 1) * (2 * ((k + 1 : ℕ) : ℝ) + 3)))
      (1 / 3) := by
    convert hg using 1
    funext k
    congr 1
    push_cast
    ring
  refine hasSum_of_eq ((hasSum_nat_add_iff
    (f := fun k : ℕ => 1 / ((2 * (k : ℝ) - 1) * (2 * k + 3))) 1).1 h0) (fun _ => rfl) ?_
  norm_num [Finset.sum_range_one]
```

## Total population and mean of $n^2$

Write $u=2k-1$ and $v=2k+3$. Since $v-u=4$,

$$c_{2k+1}^2=\frac2{\pi^2}\left(\frac1u-\frac1v\right)^2=\frac2{\pi^2}\left(\frac1{u^2}+\frac1{v^2}-\frac2{uv}\right).$$

By the three sums, the odd levels carry $\frac2{\pi^2}\cdot\frac{\pi^2}{4}=\frac12$. Level $2$ carries the other half. The normalisation thus comes from direct summation, without using completeness of the new modes. `HasSum` states both that the series converges and what its value is.

```lean
/-- The populations of the levels of the doubled box add up to one. -/
theorem hasSum_population : HasSum (fun n => overlap n ^ 2) 1 := by
  have he : HasSum (fun k => overlap (2 * k) ^ 2) (overlap (2 * 1) ^ 2) :=
    hasSum_single 1 (fun k hk => by rw [overlap_even k hk]; norm_num)
  have ho : HasSum (fun k => overlap (2 * k + 1) ^ 2)
      (2 / π ^ 2 * ((π ^ 2 / 8 + 1) + (π ^ 2 / 8 - 1) - 2 * 0)) := by
    have e : (fun k => overlap (2 * k + 1) ^ 2) = fun k : ℕ => 2 / π ^ 2 *
        (1 / (2 * (k : ℝ) - 1) ^ 2 + 1 / (2 * (k : ℝ) + 3) ^ 2
          - 2 * (1 / ((2 * (k : ℝ) - 1) * (2 * k + 3)))) := by
      funext k
      have := odd_ne k
      rw [overlap_odd_sq]
      field_simp
      ring
    rw [e]
    exact ((hasSum_left.add hasSum_right).sub (hasSum_cross.mul_left 2)).mul_left _
  refine hasSum_of_eq (HasSum.even_add_odd (f := fun n => overlap n ^ 2) he ho)
    (fun _ => rfl) ?_
  rw [mul_one, overlap_two_sq]
  field_simp
  ring
```

Since $u+v=2n$, the weighted terms are

$$n^2c_n^2=\frac8{\pi^2}\left(\frac1u+\frac1v\right)^2 ,\qquad n=2k+1 .$$

The odd levels now contribute $\frac8{\pi^2}\cdot\frac{\pi^2}4=2$, and level $2$ contributes $4\cdot\frac12=2$. The total is $4$.

```lean
/-- The mean of `n ^ 2` over the populations of the doubled box is four. -/
theorem hasSum_sq_mul_population : HasSum (fun n : ℕ => (n : ℝ) ^ 2 * overlap n ^ 2) 4 := by
  have he : HasSum (fun k : ℕ => ((2 * k : ℕ) : ℝ) ^ 2 * overlap (2 * k) ^ 2)
      (((2 * 1 : ℕ) : ℝ) ^ 2 * overlap (2 * 1) ^ 2) :=
    hasSum_single 1 (fun k hk => by rw [overlap_even k hk]; ring)
  have ho : HasSum (fun k : ℕ => ((2 * k + 1 : ℕ) : ℝ) ^ 2 * overlap (2 * k + 1) ^ 2)
      (8 / π ^ 2 * ((π ^ 2 / 8 + 1) + (π ^ 2 / 8 - 1) + 2 * 0)) := by
    have e : (fun k : ℕ => ((2 * k + 1 : ℕ) : ℝ) ^ 2 * overlap (2 * k + 1) ^ 2)
        = fun k : ℕ => 8 / π ^ 2 * (1 / (2 * (k : ℝ) - 1) ^ 2 + 1 / (2 * (k : ℝ) + 3) ^ 2
          + 2 * (1 / ((2 * (k : ℝ) - 1) * (2 * k + 3)))) := by
      funext k
      have := odd_ne k
      rw [overlap_odd_sq]
      push_cast
      field_simp
      ring
    rw [e]
    exact ((hasSum_left.add hasSum_right).add (hasSum_cross.mul_left 2)).mul_left _
  refine hasSum_of_eq (HasSum.even_add_odd
    (f := fun n : ℕ => (n : ℝ) ^ 2 * overlap n ^ 2) he ho) (fun _ => rfl) ?_
  rw [mul_one, overlap_two_sq]
  push_cast
  field_simp
  ring
```

## Divergence of the fourth moment

For odd $n$,

$$n^4c_n^2=\frac{32\,n^4}{\pi^2(n^2-4)^2}\ \ge\ \frac2{\pi^2},$$

because $16n^4-(n^2-4)^2=(3n^2+4)(5n^2-4)\ge0$ for $n\ge1$. The terms of a convergent series tend to zero, and these do not. In the proof, `key` is the polynomial inequality and `hb` the resulting lower bound; the contradiction comes from passing to the limit along the odd terms.

```lean
/-- The series of `n ^ 4` weighted with the populations of the doubled box diverges. -/
theorem not_summable_fourth_moment :
    ¬ Summable (fun n : ℕ => (n : ℝ) ^ 4 * overlap n ^ 2) := by
  intro h
  have ho : Summable (fun k : ℕ => ((2 * k + 1 : ℕ) : ℝ) ^ 4 * overlap (2 * k + 1) ^ 2) :=
    h.comp_injective (i := fun k : ℕ => 2 * k + 1) (fun a b h => by dsimp only at h; omega)
  -- the odd terms stay above a positive constant
  have hb : ∀ k : ℕ, 2 / π ^ 2 ≤ ((2 * k + 1 : ℕ) : ℝ) ^ 4 * overlap (2 * k + 1) ^ 2 := by
    intro k
    have hk : (0 : ℝ) ≤ k := Nat.cast_nonneg k
    have hx := odd_ne k
    have hy : 2 * (k : ℝ) + 3 ≠ 0 := by positivity
    have hf : 0 ≤ (3 * (2 * (k : ℝ) + 1) ^ 2 + 4) * (5 * (2 * (k : ℝ) + 1) ^ 2 - 4) :=
      mul_nonneg (by positivity) (by nlinarith [sq_nonneg (k : ℝ)])
    have key : ((2 * (k : ℝ) - 1) * (2 * k + 3)) ^ 2 ≤ 16 * (2 * (k : ℝ) + 1) ^ 4 := by
      linarith [hf, show 16 * (2 * (k : ℝ) + 1) ^ 4 - ((2 * (k : ℝ) - 1) * (2 * k + 3)) ^ 2
        = (3 * (2 * (k : ℝ) + 1) ^ 2 + 4) * (5 * (2 * (k : ℝ) + 1) ^ 2 - 4) by ring]
    have hpos : 0 < (π * ((2 * (k : ℝ) - 1) * (2 * k + 3))) ^ 2 :=
      lt_of_le_of_ne (sq_nonneg _)
        (Ne.symm (pow_ne_zero 2 (mul_ne_zero pi_ne_zero (mul_ne_zero hx hy))))
    rw [overlap_odd_sq, ← mul_div_assoc, div_le_div_iff₀ (by positivity) hpos]
    push_cast
    linarith [mul_le_mul_of_nonneg_left key (sq_nonneg π),
      mul_pow π ((2 * (k : ℝ) - 1) * (2 * k + 3)) 2]
  have h0 := ge_of_tendsto' ho.tendsto_atTop_zero hb
  have : 0 < 2 / π ^ 2 := by positivity
  linarith
```

## Mean energy and variance

Set $K=\pi^2\hbar^2/(8m)$, the ground-state energy $E_1(2)$ of the doubled well. The new levels are $E_n(2)=Kn^2$ and the old ground-state energy is $E_1(1)=4K$. The mean energy is therefore

$$\sum_n c_n^2E_n(2)=K\sum_n n^2c_n^2=4K=E_1(1).$$

The variance about this mean is $K^2\sum_n c_n^2(n^2-4)^2$. If it converged, the identity

$$n^4=(n^2-4)^2+8n^2-16$$

would express $\sum n^4c_n^2$ through three convergent series, contradicting the previous result.

The theorem states both facts for all positive $\hbar$ and $m$: a `HasSum` for the mean, and the negation of `Summable` for the variance. As the variance terms are non-negative, failure to be summable means that their partial sums grow without bound. The widths are fixed at $1$ and $2$. The instantaneous wall motion is an assumption of the model, built into the definition of `overlap`, and is not derived from a time-dependent Schrödinger equation. Likewise, reading $c_n^2$ as a probability and the two series as energy moments is the usual Born-rule interpretation; the Lean code works with the series themselves and does not construct a Hamiltonian operator.

```lean
/-- After the sudden doubling of the box the mean energy equals the old ground-state energy,
while the series for the energy variance diverges. -/
theorem sudden_expansion_energy (hbar m : ℝ) (hh : 0 < hbar) (hm : 0 < m) :
    HasSum (fun n => overlap n ^ 2 * boxEnergy hbar m 2 n) (boxEnergy hbar m 1 1) ∧
    ¬ Summable (fun n =>
      overlap n ^ 2 * (boxEnergy hbar m 2 n - boxEnergy hbar m 1 1) ^ 2) := by
  obtain ⟨K, hK⟩ : ∃ K, K = (π * hbar) ^ 2 / (8 * m) := ⟨_, rfl⟩
  have hK0 : K ≠ 0 := by rw [hK]; positivity
  have hE : ∀ n : ℕ, boxEnergy hbar m 2 n = K * (n : ℝ) ^ 2 := by
    intro n
    rw [hK, boxEnergy]
    ring
  have hE1 : boxEnergy hbar m 1 1 = K * 4 := by
    rw [hK, boxEnergy, Nat.cast_one]
    ring
  simp only [hE, hE1]
  constructor
  · refine hasSum_of_eq (hasSum_sq_mul_population.mul_left K) (fun n => ?_) rfl
    show _ = K * ((n : ℝ) ^ 2 * overlap n ^ 2)
    ring
  · intro h
    -- a finite variance would make the fourth moment finite
    apply not_summable_fourth_moment
    have e : (fun n : ℕ => (n : ℝ) ^ 4 * overlap n ^ 2) = fun n : ℕ =>
        1 / K ^ 2 * (overlap n ^ 2 * (K * (n : ℝ) ^ 2 - K * 4) ^ 2)
          + 8 * ((n : ℝ) ^ 2 * overlap n ^ 2) - 16 * overlap n ^ 2 := by
      funext n
      have hc : 1 / K ^ 2 * K ^ 2 = 1 := one_div_mul_cancel (pow_ne_zero 2 hK0)
      linear_combination (-(overlap n ^ 2 * ((n : ℝ) ^ 2 - 4) ^ 2)) * hc
    rw [e]
    exact ((h.mul_left _).add (hasSum_sq_mul_population.summable.mul_left 8)).sub
      (hasSum_population.summable.mul_left 16)

end

end SuddenBoxExpansion
```

```lean
#print axioms SuddenBoxExpansion.sudden_expansion_energy
```

```
'SuddenBoxExpansion.sudden_expansion_energy' depends on axioms: [propext, Classical.choice, Quot.sound]
```
